# Berry curvature is odd for a time-reversal-symmetric band and zero for a band symmetric under time reversal times inversion

Let $u(k)\in\mathbb C^n$ be a differentiable, normalised band state over the momentum plane, $k=(x,y)$. I write $\langle a,b\rangle=\sum_i \bar a_i b_i$ and define the Berry curvature as

$$F_u=-2\,\mathrm{Im}\langle\partial_x u,\partial_y u\rangle .$$

For a unitary matrix $M$, a differentiable real phase $\varphi$ and $s=\pm1$, the antiunitary partner of $u$ is

$$v(k)=e^{i\varphi(k)}M\,\overline{u(sk)} .$$

Time reversal has $s=-1$; its product with inversion has $s=+1$. I know the claim $F_v(k)=-F_u(sk)$, and that it makes the curvature odd in the first case and zero in the second when the band is its own partner. Can this be made rigorous, phase included, and checked by machine?

## From the phase to the sign change

Yes. First remove the phase. Differentiating $\langle u,u\rangle=1$ gives $2\,\mathrm{Re}\langle u,\partial_j u\rangle=0$, so $\langle u,\partial_j u\rangle=ia_j$ with $a_j$ real, for $j=x,y$. For $\tilde u=e^{i\varphi}u$,

$$\partial_j\tilde u=e^{i\varphi}(\partial_j u+i\,\partial_j\varphi\,u),$$

and therefore

$$\langle\partial_x\tilde u,\partial_y\tilde u\rangle=\langle\partial_x u,\partial_y u\rangle+a_x\,\partial_y\varphi+a_y\,\partial_x\varphi+\partial_x\varphi\,\partial_y\varphi .$$

The added terms are real, so $F_{\tilde u}=F_u$.

Now take $w(k)=M\overline{u(sk)}$, which is also normalised. The chain rule gives $\partial_j w(k)=s\,M\,\overline{(\partial_j u)(sk)}$. Since $M$ is unitary, $\langle M\bar a,M\bar b\rangle=\overline{\langle a,b\rangle}$. With $s^2=1$,

$$F_v(k)=F_w(k)=-2\,\mathrm{Im}\,\overline{\langle\partial_x u,\partial_y u\rangle(sk)}=-F_u(sk).$$

If $v=u$ and $s=-1$, then $F_u(-k)=-F_u(k)$; in particular $F_u(0)=0$. If $v=u$ and $s=1$, then $F_u=-F_u=0$. A unitary partner $e^{i\chi(k)}W u(sk)$, with $W$ unitary and $\chi$ a differentiable real phase, involves no conjugation, so its curvature is $+F_u(sk)$. Inversion symmetry thus makes $F_u$ even, and together with time reversal it again gives zero.

The smallest case is $n=1$: there $\partial_j u=ia_ju$, the overlap $a_xa_y$ is real, and the curvature vanishes without any symmetry. Two components are enough for a nonzero value. The band $(\cos x,\ \sin x\,e^{iy})$ is time-reversal symmetric with $M=\mathrm{diag}(1,-1)$ and $\varphi=0$. Its derivative overlap is $i\sin x\cos x$, so $F=-\sin 2x$.

## What the Lean theorems say about a band

A state is a function `u : ℝ × ℝ → n → ℂ` with `n` a finite index type. In `berryCurvature`, `fderiv ℝ u k (1, 0)` is $\partial_x u$ and `(0, 1)` selects $\partial_y u$; `star` supplies the conjugation in the dot product. `antiunitaryPartner` is $v$, and `hn` is normalisation at every momentum. Differentiability suffices; the derivatives need not be continuous.

`berryCurvature_antiunitary` is the main identity. In the corollaries, symmetry is an equation such as `antiunitaryPartner M φ (-1) u = u`. It is assumed, not derived from a Hamiltonian; physically, it says that the symmetry returns the same band state up to a phase, as it does for a nondegenerate band of a symmetric Hamiltonian. If $M\bar M=-1$, as for spin-½ time reversal, a state is orthogonal to its partner wherever $sk=k$. For $s=1$ the equation then fails at every momentum, and only the relation between partners remains. For $s=-1$ it fails at $k=0$, so the corollary, which assumes it on the whole plane, does not apply; wherever a band of a time-reversal-symmetric Hamiltonian is nondegenerate, the same local calculation still gives $F_u(-k)=-F_u(k)$. The matrices are independent of $k$, the state is defined on the whole plane, and no Brillouin-zone periodicity is imposed.

In a tight-binding model, inversion acts through a $k$-independent matrix, up to an overall phase, if the Bloch phases include the orbital positions; otherwise its matrix can depend on $k$, and the curvature computed from the coefficients need not vanish. For nondegenerate bands of a non-interacting model whose symmetries have the $k$-independent form, the result gives a consistency check on numerically computed curvature maps: with time-reversal symmetry the values at $k$ and $-k$ must be opposite, and with symmetry under time reversal times inversion all values must vanish. An overall sign error passes this check.

```lean
import Mathlib

open Matrix

namespace BerryTimeReversal

noncomputable section

variable {n : Type*} [Fintype n]

/-- Berry curvature `-2 Im ⟨∂₁u, ∂₂u⟩` of a band state `u` over the momentum plane. -/
def berryCurvature (u : ℝ × ℝ → n → ℂ) (k : ℝ × ℝ) : ℝ :=
  -2 * (star (fderiv ℝ u k (1, 0)) ⬝ᵥ fderiv ℝ u k (0, 1)).im

/-- The state `exp(iφ(k)) M conj(u(sk))`: complex conjugation, a matrix `M` and a phase. -/
def antiunitaryPartner (M : Matrix n n ℂ) (φ : ℝ × ℝ → ℝ) (s : ℝ)
    (u : ℝ × ℝ → n → ℂ) : ℝ × ℝ → n → ℂ :=
  fun k => Complex.exp (Complex.I * φ k) • (M *ᵥ star (u (s • k)))

/-- The state `exp(iφ(k)) W u(sk)`: a matrix `W` and a phase, without conjugation. -/
def unitaryPartner (W : Matrix n n ℂ) (φ : ℝ × ℝ → ℝ) (s : ℝ)
    (u : ℝ × ℝ → n → ℂ) : ℝ × ℝ → n → ℂ :=
  fun k => Complex.exp (Complex.I * φ k) • (W *ᵥ u (s • k))

/-- Complex conjugation followed by the matrix `M`, as a real-linear map on states. -/
def conjThen (M : Matrix n n ℂ) : (n → ℂ) →ₗ[ℝ] (n → ℂ) where
  toFun x := M *ᵥ star x
  map_add' x y := by rw [star_add, Matrix.mulVec_add]
  map_smul' c x := by simp [star_smul, Matrix.mulVec_smul]

/-- A phase factor has unit modulus. -/
lemma phase_unit (p : ℝ) : (starRingEnd ℂ) (Complex.exp (Complex.I * p)) *
    Complex.exp (Complex.I * p) = 1 := by
  rw [← Complex.exp_conj, ← Complex.exp_add]
  simp

/-- For a normalised state the overlap `⟨u, ∂u⟩` is purely imaginary. -/
theorem connection_imaginary {u : ℝ × ℝ → n → ℂ} (hu : Differentiable ℝ u)
    (hn : ∀ k, star (u k) ⬝ᵥ u k = 1) (k w : ℝ × ℝ) :
    (star (u k) ⬝ᵥ fderiv ℝ u k w).re = 0 := by
  have hl : HasDerivAt (fun t : ℝ => u (k + t • w)) (fderiv ℝ u k w) 0 :=
    (hu k).hasFDerivAt.hasLineDerivAt w
  have hi := hasDerivAt_pi.1 hl
  -- differentiate the constant norm along the direction w
  have hs : HasDerivAt (fun t : ℝ => ∑ i, star (u (k + t • w) i) * u (k + t • w) i)
      (∑ i, (star (fderiv ℝ u k w i) * u (k + (0 : ℝ) • w) i +
        star (u (k + (0 : ℝ) • w) i) * fderiv ℝ u k w i)) 0 :=
    HasDerivAt.fun_sum fun i _ => (hi i).star.fun_mul (hi i)
  have hc : (fun t : ℝ => ∑ i, star (u (k + t • w) i) * u (k + t • w) i) = fun _ => 1 :=
    funext fun t => hn (k + t • w)
  rw [hc] at hs
  have h0 := hs.unique (hasDerivAt_const (0 : ℝ) (1 : ℂ))
  simp only [zero_smul, add_zero, Finset.sum_add_distrib] at h0
  have h1 : star (fderiv ℝ u k w) ⬝ᵥ u k + star (u k) ⬝ᵥ fderiv ℝ u k w = 0 := h0
  have h2 : star (fderiv ℝ u k w) ⬝ᵥ u k = star (star (u k) ⬝ᵥ fderiv ℝ u k w) :=
    Matrix.star_dotProduct _ _
  rw [h2] at h1
  generalize star (u k) ⬝ᵥ fderiv ℝ u k w = z at h1 ⊢
  have h3 := congrArg Complex.re h1
  simp at h3
  linarith

/-- The Berry curvature of a normalised state is unchanged by a momentum-dependent phase. -/
theorem berryCurvature_gauge {u : ℝ × ℝ → n → ℂ} {φ : ℝ × ℝ → ℝ}
    (hu : Differentiable ℝ u) (hn : ∀ k, star (u k) ⬝ᵥ u k = 1)
    (hφ : Differentiable ℝ φ) (k : ℝ × ℝ) :
    berryCurvature (fun q => Complex.exp (Complex.I * φ q) • u q) k =
      berryCurvature u k := by
  have h1 : HasFDerivAt (fun q => (φ q : ℂ)) (Complex.ofRealCLM.comp (fderiv ℝ φ k)) k :=
    Complex.ofRealCLM.hasFDerivAt.comp k (hφ k).hasFDerivAt
  have hd : ∀ w, fderiv ℝ (fun q => Complex.exp (Complex.I * φ q) • u q) k w =
      Complex.exp (Complex.I * φ k) •
        (fderiv ℝ u k w + (Complex.I * (fderiv ℝ φ k w : ℂ)) • u k) := by
    intro w
    have h : HasFDerivAt (fun q => Complex.exp (Complex.I * φ q) • u q) _ k :=
      (h1.const_mul Complex.I).cexp.smul (hu k).hasFDerivAt
    rw [h.fderiv]
    ext i
    simp
    ring
  have ha := connection_imaginary hu hn k (1, 0)
  have hb := connection_imaginary hu hn k (0, 1)
  have hx := hn k
  have hc : star (Complex.exp (Complex.I * φ k)) * Complex.exp (Complex.I * φ k) = 1 :=
    phase_unit (φ k)
  unfold berryCurvature
  rw [hd, hd]
  generalize fderiv ℝ u k (1, 0) = a at ha ⊢
  generalize fderiv ℝ u k (0, 1) = b at hb ⊢
  generalize fderiv ℝ φ k (1, 0) = p
  generalize fderiv ℝ φ k (0, 1) = q
  generalize Complex.exp (Complex.I * φ k) = c at hc ⊢
  generalize u k = x at ha hb hx ⊢
  have hI : star (Complex.I * (p : ℂ)) = -(Complex.I * p) := by
    apply Complex.ext <;> simp
  have hf : star a ⬝ᵥ x = star (star x ⬝ᵥ a) := Matrix.star_dotProduct _ _
  -- the phase gradients only add real terms to the overlap
  have key : star (c • (a + (Complex.I * (p : ℂ)) • x)) ⬝ᵥ
      (c • (b + (Complex.I * (q : ℂ)) • x)) =
      star a ⬝ᵥ b + Complex.I * q * (star a ⬝ᵥ x) - Complex.I * p * (star x ⬝ᵥ b)
        + p * q := by
    simp only [star_smul, star_add, smul_dotProduct, dotProduct_smul, add_dotProduct,
      dotProduct_add, smul_eq_mul, hx, hI]
    linear_combination (star a ⬝ᵥ b + Complex.I * q * (star a ⬝ᵥ x)
      - Complex.I * p * (star x ⬝ᵥ b + Complex.I * q)) * hc - p * q * Complex.I_sq
  rw [key, hf]
  generalize star x ⬝ᵥ a = z at ha ⊢
  generalize star x ⬝ᵥ b = y at hb ⊢
  simp [ha, hb]

/-- Chain rule for a real-linear map applied to a state at momentum `sk`. -/
lemma hasFDerivAt_image (L : (n → ℂ) →ₗ[ℝ] (n → ℂ)) {u : ℝ × ℝ → n → ℂ}
    (hu : Differentiable ℝ u) (s : ℝ) (k : ℝ × ℝ) :
    HasFDerivAt (fun q => L (u (s • q)))
      (s • (LinearMap.toContinuousLinearMap L).comp (fderiv ℝ u (s • k))) k := by
  have h1 : HasFDerivAt (fun q : ℝ × ℝ => s • q) (s • ContinuousLinearMap.id ℝ (ℝ × ℝ)) k :=
    (s • ContinuousLinearMap.id ℝ (ℝ × ℝ)).hasFDerivAt
  have h2 : HasFDerivAt (fun q => u (s • q))
      ((fderiv ℝ u (s • k)).comp (s • ContinuousLinearMap.id ℝ (ℝ × ℝ))) k :=
    (hu (s • k)).hasFDerivAt.comp k h1
  have h3 : HasFDerivAt (fun q => L (u (s • q))) ((LinearMap.toContinuousLinearMap L).comp
      ((fderiv ℝ u (s • k)).comp (s • ContinuousLinearMap.id ℝ (ℝ × ℝ)))) k :=
    (LinearMap.toContinuousLinearMap L).hasFDerivAt.comp k h2
  exact h3.congr_fderiv (ContinuousLinearMap.ext fun w => by simp)

/-- Curvature of a real-linear image of a state at momentum `sk`, with `s = ±1`. -/
lemma berryCurvature_image (L : (n → ℂ) →ₗ[ℝ] (n → ℂ)) {u : ℝ × ℝ → n → ℂ}
    (hu : Differentiable ℝ u) {s : ℝ} (hs : s = 1 ∨ s = -1) (k : ℝ × ℝ) :
    berryCurvature (fun q => L (u (s • q))) k =
      -2 * (star (L (fderiv ℝ u (s • k) (1, 0))) ⬝ᵥ L (fderiv ℝ u (s • k) (0, 1))).im := by
  unfold berryCurvature
  rw [(hasFDerivAt_image L hu s k).fderiv]
  rcases hs with rfl | rfl <;> simp

variable [DecidableEq n]

/-- A unitary matrix preserves overlaps. -/
lemma unitary_overlap {M : Matrix n n ℂ} (hM : M ∈ Matrix.unitaryGroup n ℂ) (a b : n → ℂ) :
    star (M *ᵥ a) ⬝ᵥ (M *ᵥ b) = star a ⬝ᵥ b := by
  have h : Mᴴ * M = 1 := Matrix.mem_unitaryGroup_iff'.1 hM
  rw [Matrix.star_mulVec, Matrix.dotProduct_mulVec, Matrix.vecMul_vecMul, h,
    Matrix.vecMul_one]

/-- Conjugation followed by a unitary matrix conjugates overlaps. -/
lemma antiunitary_overlap {M : Matrix n n ℂ} (hM : M ∈ Matrix.unitaryGroup n ℂ)
    (a b : n → ℂ) : star (conjThen M a) ⬝ᵥ conjThen M b = star (star a ⬝ᵥ b) := by
  have h : star b ⬝ᵥ a = star (star a ⬝ᵥ b) := Matrix.star_dotProduct _ _
  refine (unitary_overlap hM (star a) (star b)).trans ?_
  rw [star_star, dotProduct_comm, h]

/-- An antiunitary operation taking momentum `sk` to `k` reverses the Berry curvature:
`F_v(k) = -F_u(sk)`. -/
theorem berryCurvature_antiunitary {M : Matrix n n ℂ} {φ : ℝ × ℝ → ℝ} {s : ℝ}
    {u : ℝ × ℝ → n → ℂ} (hM : M ∈ Matrix.unitaryGroup n ℂ) (hφ : Differentiable ℝ φ)
    (hs : s = 1 ∨ s = -1) (hu : Differentiable ℝ u)
    (hn : ∀ k, star (u k) ⬝ᵥ u k = 1) (k : ℝ × ℝ) :
    berryCurvature (antiunitaryPartner M φ s u) k = -berryCurvature u (s • k) := by
  -- remove the phase, then conjugate the overlap of the derivatives
  refine (berryCurvature_gauge (u := fun q => conjThen M (u (s • q)))
    (fun q => (hasFDerivAt_image _ hu s q).differentiableAt)
    (fun q => (antiunitary_overlap hM _ _).trans (by rw [hn, star_one])) hφ k).trans ?_
  rw [berryCurvature_image _ hu hs, antiunitary_overlap hM]
  simp [berryCurvature]

/-- A unitary operation taking momentum `sk` to `k` carries the Berry curvature along:
`F_v(k) = F_u(sk)`. -/
theorem berryCurvature_unitary {W : Matrix n n ℂ} {φ : ℝ × ℝ → ℝ} {s : ℝ}
    {u : ℝ × ℝ → n → ℂ} (hW : W ∈ Matrix.unitaryGroup n ℂ) (hφ : Differentiable ℝ φ)
    (hs : s = 1 ∨ s = -1) (hu : Differentiable ℝ u)
    (hn : ∀ k, star (u k) ⬝ᵥ u k = 1) (k : ℝ × ℝ) :
    berryCurvature (unitaryPartner W φ s u) k = berryCurvature u (s • k) := by
  refine (berryCurvature_gauge (u := fun q => (W.mulVecLin.restrictScalars ℝ) (u (s • q)))
    (fun q => (hasFDerivAt_image _ hu s q).differentiableAt)
    (fun q => (unitary_overlap hW _ _).trans (hn _)) hφ k).trans ?_
  rw [berryCurvature_image _ hu hs]
  exact congrArg (fun z : ℂ => -2 * z.im) (unitary_overlap hW _ _)

/-- The Berry curvature of a time-reversal symmetric band is odd in momentum. -/
theorem berryCurvature_odd {M : Matrix n n ℂ} {φ : ℝ × ℝ → ℝ} {u : ℝ × ℝ → n → ℂ}
    (hM : M ∈ Matrix.unitaryGroup n ℂ) (hφ : Differentiable ℝ φ) (hu : Differentiable ℝ u)
    (hn : ∀ k, star (u k) ⬝ᵥ u k = 1) (hT : antiunitaryPartner M φ (-1) u = u)
    (k : ℝ × ℝ) : berryCurvature u (-k) = -berryCurvature u k := by
  have h := berryCurvature_antiunitary hM hφ (Or.inr rfl) hu hn k
  rw [hT, neg_smul, one_smul] at h
  linarith

/-- The Berry curvature vanishes for a band symmetric under an antiunitary operation that
keeps momentum fixed, such as time reversal times inversion. -/
theorem berryCurvature_eq_zero {M : Matrix n n ℂ} {φ : ℝ × ℝ → ℝ} {u : ℝ × ℝ → n → ℂ}
    (hM : M ∈ Matrix.unitaryGroup n ℂ) (hφ : Differentiable ℝ φ) (hu : Differentiable ℝ u)
    (hn : ∀ k, star (u k) ⬝ᵥ u k = 1) (hPT : antiunitaryPartner M φ 1 u = u)
    (k : ℝ × ℝ) : berryCurvature u k = 0 := by
  have h := berryCurvature_antiunitary hM hφ (Or.inl rfl) hu hn k
  rw [hPT, one_smul] at h
  linarith

/-- The Berry curvature vanishes for a band that is symmetric under time reversal and under
inversion, each with its own phase. -/
theorem berryCurvature_eq_zero_of_both {M W : Matrix n n ℂ} {φ χ : ℝ × ℝ → ℝ}
    {u : ℝ × ℝ → n → ℂ} (hM : M ∈ Matrix.unitaryGroup n ℂ)
    (hW : W ∈ Matrix.unitaryGroup n ℂ) (hφ : Differentiable ℝ φ) (hχ : Differentiable ℝ χ)
    (hu : Differentiable ℝ u) (hn : ∀ k, star (u k) ⬝ᵥ u k = 1)
    (hT : antiunitaryPartner M φ (-1) u = u) (hP : unitaryPartner W χ (-1) u = u)
    (k : ℝ × ℝ) : berryCurvature u k = 0 := by
  have h1 := berryCurvature_odd hM hφ hu hn hT k
  have h2 := berryCurvature_unitary hW hχ (Or.inr rfl) hu hn k
  rw [hP, neg_smul, one_smul] at h2
  linarith

/-- The two-component band state `(cos x, sin x exp(iy))` at momentum `(x, y)`. -/
def modelBand (k : ℝ × ℝ) : Fin 2 → ℂ :=
  ![(Real.cos k.1 : ℂ), (Real.sin k.1 : ℂ) * Complex.exp (Complex.I * k.2)]

/-- The model band is differentiable in momentum. -/
lemma modelBand_differentiable : Differentiable ℝ modelBand :=
  differentiable_pi.2 (Fin.forall_fin_two.2
    ⟨Complex.ofRealCLM.differentiable.comp (Real.differentiable_cos.comp differentiable_fst),
     (Complex.ofRealCLM.differentiable.comp
        (Real.differentiable_sin.comp differentiable_fst)).mul
      ((Complex.ofRealCLM.differentiable.comp differentiable_snd).const_mul Complex.I).cexp⟩)

/-- The model band has Berry curvature `-sin 2x`. -/
theorem modelBand_curvature (x y : ℝ) :
    berryCurvature modelBand (x, y) = -Real.sin (2 * x) := by
  have hd := (modelBand_differentiable (x, y)).hasFDerivAt
  have hI : HasDerivAt (fun t : ℝ => Complex.I * (t : ℂ)) Complex.I y := by
    simpa using ((hasDerivAt_id y).ofReal_comp).const_mul Complex.I
  -- the two partial derivatives
  have h1 : fderiv ℝ modelBand (x, y) (1, 0) =
      ![((-Real.sin x : ℝ) : ℂ), (Real.cos x : ℂ) * Complex.exp (Complex.I * y)] := by
    have hl : HasDerivAt (fun t : ℝ => (t, y)) ((1 : ℝ), (0 : ℝ)) x :=
      (hasDerivAt_id x).prodMk (hasDerivAt_const x y)
    have hc := hd.comp_hasDerivAt x hl
    have he : HasDerivAt (fun t : ℝ => modelBand (t, y))
        ![((-Real.sin x : ℝ) : ℂ), (Real.cos x : ℂ) * Complex.exp (Complex.I * y)] x :=
      hasDerivAt_pi.2 (Fin.forall_fin_two.2 ⟨(Real.hasDerivAt_cos x).ofReal_comp,
        (Real.hasDerivAt_sin x).ofReal_comp.mul_const (Complex.exp (Complex.I * y))⟩)
    exact hc.unique he
  have h2 : fderiv ℝ modelBand (x, y) (0, 1) =
      ![0, (Real.sin x : ℂ) * (Complex.exp (Complex.I * y) * Complex.I)] := by
    have hl : HasDerivAt (fun t : ℝ => (x, t)) ((0 : ℝ), (1 : ℝ)) y :=
      (hasDerivAt_const y x).prodMk (hasDerivAt_id y)
    have hc := hd.comp_hasDerivAt y hl
    have he : HasDerivAt (fun t : ℝ => modelBand (x, t))
        ![0, (Real.sin x : ℂ) * (Complex.exp (Complex.I * y) * Complex.I)] y :=
      hasDerivAt_pi.2 (Fin.forall_fin_two.2 ⟨hasDerivAt_const y (Real.cos x : ℂ),
        hI.cexp.const_mul (Real.sin x : ℂ)⟩)
    exact hc.unique he
  have key : ∀ (c d : ℝ) (e : ℂ), (starRingEnd ℂ) e * e = 1 →
      star (![((-d : ℝ) : ℂ), (c : ℂ) * e] : Fin 2 → ℂ) ⬝ᵥ
        ![0, (d : ℂ) * (e * Complex.I)] = ((c * d : ℝ) : ℂ) * Complex.I := by
    intro c d e he
    simp [dotProduct, Fin.sum_univ_two]
    linear_combination (c * d * Complex.I) * he
  unfold berryCurvature
  rw [h1, h2, key _ _ _ (phase_unit y), Complex.mul_I_im, Complex.ofReal_re,
    Real.sin_two_mul]
  ring

/-- The model band is normalised and time-reversal symmetric with `M = diag(1, -1)`, and its
Berry curvature at `(π/4, 0)` is `-1`. -/
theorem berryCurvature_odd_witness :
    !![(1 : ℂ), 0; 0, -1] ∈ Matrix.unitaryGroup (Fin 2) ℂ ∧
    Differentiable ℝ modelBand ∧ (∀ k, star (modelBand k) ⬝ᵥ modelBand k = 1) ∧
    antiunitaryPartner !![(1 : ℂ), 0; 0, -1] (fun _ => 0) (-1) modelBand = modelBand ∧
    berryCurvature modelBand (Real.pi / 4, 0) = -1 := by
  refine ⟨?_, modelBand_differentiable, ?_, ?_, ?_⟩
  · rw [Matrix.mem_unitaryGroup_iff]
    ext i j
    fin_cases i <;> fin_cases j <;>
      simp [Matrix.mul_apply, Fin.sum_univ_two, Matrix.star_apply]
  · intro k
    have key : ∀ (c d : ℝ) (e : ℂ), (starRingEnd ℂ) e * e = 1 → c ^ 2 + d ^ 2 = 1 →
        star (![(c : ℂ), (d : ℂ) * e] : Fin 2 → ℂ) ⬝ᵥ ![(c : ℂ), (d : ℂ) * e] = 1 := by
      intro c d e he hcd
      have h : (c : ℂ) ^ 2 + (d : ℂ) ^ 2 = 1 := by exact_mod_cast hcd
      simp [dotProduct, Fin.sum_univ_two]
      linear_combination (d : ℂ) ^ 2 * he + h
    exact key _ _ _ (phase_unit k.2) (Real.cos_sq_add_sin_sq k.1)
  · funext k i
    fin_cases i <;>
      simp [antiunitaryPartner, modelBand, dotProduct, Fin.sum_univ_two,
        ← Complex.exp_conj, -Complex.ofReal_sin, -Complex.ofReal_cos]
  · rw [modelBand_curvature, show 2 * (Real.pi / 4) = Real.pi / 2 by ring,
      Real.sin_pi_div_two]

end

end BerryTimeReversal
```

```lean
#print axioms BerryTimeReversal.berryCurvature_eq_zero
#print axioms BerryTimeReversal.berryCurvature_eq_zero_of_both
```

```
'BerryTimeReversal.berryCurvature_eq_zero' depends on axioms: [propext, Classical.choice, Quot.sound]
'BerryTimeReversal.berryCurvature_eq_zero_of_both' depends on axioms: [propext, Classical.choice, Quot.sound]
```

## How the proof follows the calculation

`connection_imaginary` restricts $u$ to a line through $k$ and differentiates the constant norm. `berryCurvature_gauge` computes the derivative of $e^{i\varphi}u$, then replaces states and derivatives by letters with `generalize`. The expansion of the overlap becomes algebra, closed by `linear_combination` from $|e^{i\varphi}|^2=1$ and $i^2=-1$.

The proof turns on treating conjugation as a real-linear map. It is not complex-linear, so `conjThen` has type `(n → ℂ) →ₗ[ℝ] (n → ℂ)`, which matches derivatives taken over `ℝ`. `LinearMap.toContinuousLinearMap` supplies continuity in finite dimension, and the chain rule `hasFDerivAt_image` then applies to any such map. The unitary case enters through `restrictScalars ℝ`, so both kinds of symmetry share one lemma.

`berryCurvature_image` inserts the two factors of $s$ and checks $s=1$ and $s=-1$ separately. `unitary_overlap` and `antiunitary_overlap` are the two inner-product rules. The main theorem removes the phase, applies the chain rule and conjugates the overlap; the corollaries substitute the symmetry equation and finish with `linarith`.

For the example, `modelBand_curvature` finds each partial derivative along a coordinate line. `berryCurvature_odd_witness` verifies normalisation and symmetry, and evaluates the curvature at $(\pi/4,0)$ as $-1$.
